# The two diagonal Gell-Mann matrices give su(3) six roots on a regular hexagon

On three levels numbered 0, 1, 2, the quantum number read off from $\tfrac12\,\mathrm{diag}(1,-1,0)$ rises by $\tfrac12$ both in the transition from 2 to 0 and in the transition from 1 to 2, so this number alone cannot tell the two apart. Together with a second number, read off from half the other diagonal Gell-Mann matrix, $\tfrac12\,\mathrm{diag}(1,1,-2)/\sqrt3$, it separates all six transitions between different levels. The six pairs of shifts, called the roots of su(3), are the vertices of a regular hexagon.

In Lean 4 with Mathlib:

```lean
import Mathlib

open Matrix

namespace SU3CartanStructure

noncomputable section

/-- The diagonal entries of `l_3`. -/
def n3 : Fin 3 → ℤ := ![1, -1, 0]

/-- The diagonal entries of `√3 l_8`. -/
def n8 : Fin 3 → ℤ := ![1, 1, -2]

/-- The Gell-Mann matrix `l_3 = diag(1, -1, 0)`. -/
def l3 : Matrix (Fin 3) (Fin 3) ℂ := diagonal fun i => (n3 i : ℂ)

/-- The Gell-Mann matrix `l_8 = diag(1, 1, -2) / √3`. -/
def l8 : Matrix (Fin 3) (Fin 3) ℂ :=
  (1 / (Real.sqrt 3 : ℂ)) • diagonal fun i => (n8 i : ℂ)

/-- The map `X ↦ [H, X] / 2`. -/
def halfAd (H : Matrix (Fin 3) (Fin 3) ℂ) :
    Matrix (Fin 3) (Fin 3) ℂ →ₗ[ℂ] Matrix (Fin 3) (Fin 3) ℂ :=
  (1 / 2 : ℂ) • (LinearMap.mulLeft ℂ H - LinearMap.mulRight ℂ H)

/-- The traceless matrices `X` with `[l_3, X] / 2 = a X` and `[l_8, X] / 2 = b X`. -/
def rootSpace (a b : ℂ) : Submodule ℂ (Matrix (Fin 3) (Fin 3) ℂ) where
  carrier := {X | X.trace = 0 ∧ halfAd l3 X = a • X ∧ halfAd l8 X = b • X}
  zero_mem' := by simp
  add_mem' := by
    rintro X Y ⟨h1, h2, h3⟩ ⟨k1, k2, k3⟩
    exact ⟨by rw [trace_add, h1, k1, add_zero], by rw [map_add, h2, k2, smul_add],
      by rw [map_add, h3, k3, smul_add]⟩
  smul_mem' := by
    rintro c X ⟨h1, h2, h3⟩
    exact ⟨by rw [trace_smul, h1, smul_zero], by rw [map_smul, h2, smul_comm],
      by rw [map_smul, h3, smul_comm]⟩

/-- Half the difference of the `i`-th and `j`-th diagonal entries of `l_3`. -/
def w3 (i j : Fin 3) : ℂ := ((n3 i - n3 j : ℤ) : ℂ) / 2

/-- Half the difference of the `i`-th and `j`-th diagonal entries of `l_8`. -/
def w8 (i j : Fin 3) : ℂ := ((n8 i - n8 j : ℤ) : ℂ) / (2 * (Real.sqrt 3 : ℂ))

/-- The ladder matrix with a one in row `r`, column `c`, and zeros elsewhere. -/
def ladder (r c : Fin 3) : Matrix (Fin 3) (Fin 3) ℂ :=
  Matrix.of fun i j => if i = r ∧ j = c then 1 else 0

/-- The row of the ladder matrix that belongs to the `k`-th root. -/
def rowOf : Fin 6 → Fin 3 := ![0, 0, 1, 1, 2, 2]

/-- The column of the ladder matrix that belongs to the `k`-th root. -/
def colOf : Fin 6 → Fin 3 := ![1, 2, 2, 0, 0, 1]

/-- The angle `k π / 3`. -/
def rootAngle (k : Fin 6) : ℝ := ((k : ℕ) : ℝ) * Real.pi / 3

/-- Both half commutators multiply each matrix entry by a number. -/
theorem halfAd_apply (X : Matrix (Fin 3) (Fin 3) ℂ) (i j : Fin 3) :
    halfAd l3 X i j = w3 i j * X i j ∧ halfAd l8 X i j = w8 i j * X i j := by
  constructor
  · simp only [halfAd, l3, w3, LinearMap.smul_apply, LinearMap.sub_apply,
      LinearMap.mulLeft_apply, LinearMap.mulRight_apply, Matrix.smul_apply, Matrix.sub_apply,
      diagonal_mul, mul_diagonal, smul_eq_mul, Int.cast_sub]
    ring
  · simp only [halfAd, l8, w8, LinearMap.smul_apply, LinearMap.sub_apply,
      LinearMap.mulLeft_apply, LinearMap.mulRight_apply, Matrix.smul_mul, Matrix.mul_smul,
      Matrix.smul_apply, Matrix.sub_apply, diagonal_mul, mul_diagonal, smul_eq_mul, Int.cast_sub]
    ring

/-- The two half commutators commute with each other, and their values are traceless. -/
theorem halfAd_commute (X : Matrix (Fin 3) (Fin 3) ℂ) :
    halfAd l3 (halfAd l8 X) = halfAd l8 (halfAd l3 X) ∧
      (halfAd l3 X).trace = 0 ∧ (halfAd l8 X).trace = 0 := by
  refine ⟨?_, Finset.sum_eq_zero fun i _ => ?_, Finset.sum_eq_zero fun i _ => ?_⟩
  · ext i j
    rw [(halfAd_apply _ i j).1, (halfAd_apply _ i j).2, (halfAd_apply _ i j).2,
      (halfAd_apply _ i j).1]
    ring
  · rw [diag_apply, (halfAd_apply X i i).1]
    simp [w3]
  · rw [diag_apply, (halfAd_apply X i i).2]
    simp [w8]

/-- A matrix lies in the joint eigenspace iff it is traceless and each of its nonzero entries
sits at a position with the eigenvalue pair `(a, b)`. -/
theorem mem_rootSpace_iff (a b : ℂ) (X : Matrix (Fin 3) (Fin 3) ℂ) :
    X ∈ rootSpace a b ↔ X.trace = 0 ∧ ∀ i j, X i j ≠ 0 → a = w3 i j ∧ b = w8 i j := by
  constructor
  · rintro ⟨ht, h3, h8⟩
    refine ⟨ht, fun i j hX => ⟨?_, ?_⟩⟩
    · have h := congrFun (congrFun h3 i) j
      rw [(halfAd_apply X i j).1, Matrix.smul_apply, smul_eq_mul] at h
      exact (mul_right_cancel₀ hX h).symm
    · have h := congrFun (congrFun h8 i) j
      rw [(halfAd_apply X i j).2, Matrix.smul_apply, smul_eq_mul] at h
      exact (mul_right_cancel₀ hX h).symm
  · rintro ⟨ht, h⟩
    refine ⟨ht, ?_, ?_⟩
    · ext i j
      rw [(halfAd_apply X i j).1, Matrix.smul_apply, smul_eq_mul]
      by_cases hX : X i j = 0
      · rw [hX, mul_zero, mul_zero]
      · rw [← (h i j hX).1]
    · ext i j
      rw [(halfAd_apply X i j).2, Matrix.smul_apply, smul_eq_mul]
      by_cases hX : X i j = 0
      · rw [hX, mul_zero, mul_zero]
      · rw [← (h i j hX).2]

/-- An off-diagonal position is determined by its pair of eigenvalues. -/
theorem position_unique {i j r c : Fin 3} (hrc : r ≠ c) (h3 : w3 i j = w3 r c)
    (h8 : w8 i j = w8 r c) : i = r ∧ j = c := by
  have key : ∀ i j r c : Fin 3, r ≠ c → n3 i - n3 j = n3 r - n3 c →
      n8 i - n8 j = n8 r - n8 c → i = r ∧ j = c := by decide
  have hs : (2 * (Real.sqrt 3 : ℂ)) ≠ 0 :=
    mul_ne_zero two_ne_zero (Complex.ofReal_ne_zero.2 (by positivity))
  unfold w3 at h3
  unfold w8 at h8
  exact key i j r c hrc (Int.cast_injective (α := ℂ) ((div_left_inj' two_ne_zero).1 h3))
    (Int.cast_injective (α := ℂ) ((div_left_inj' hs).1 h8))

/-- The eigenvalue pairs of the six off-diagonal positions are the vertices
`(cos (k π / 3), sin (k π / 3))` of a regular hexagon. -/
theorem hexagon (k : Fin 6) :
    (Real.cos (rootAngle k) : ℂ) = w3 (rowOf k) (colOf k) ∧
      (Real.sin (rootAngle k) : ℂ) = w8 (rowOf k) (colOf k) := by
  have hq : Real.sqrt 3 / 2 = 3 / (2 * Real.sqrt 3) := by
    rw [div_eq_div_iff (by norm_num) (by positivity)]
    linear_combination 2 * Real.mul_self_sqrt (show (0 : ℝ) ≤ 3 by norm_num)
  have table : ∀ k : Fin 6,
      ((k : ℕ) = 0 ∧ n3 (rowOf k) - n3 (colOf k) = 2 ∧ n8 (rowOf k) - n8 (colOf k) = 0) ∨
      ((k : ℕ) = 1 ∧ n3 (rowOf k) - n3 (colOf k) = 1 ∧ n8 (rowOf k) - n8 (colOf k) = 3) ∨
      ((k : ℕ) = 2 ∧ n3 (rowOf k) - n3 (colOf k) = -1 ∧ n8 (rowOf k) - n8 (colOf k) = 3) ∨
      ((k : ℕ) = 3 ∧ n3 (rowOf k) - n3 (colOf k) = -2 ∧ n8 (rowOf k) - n8 (colOf k) = 0) ∨
      ((k : ℕ) = 4 ∧ n3 (rowOf k) - n3 (colOf k) = -1 ∧ n8 (rowOf k) - n8 (colOf k) = -3) ∨
      ((k : ℕ) = 5 ∧ n3 (rowOf k) - n3 (colOf k) = 1 ∧ n8 (rowOf k) - n8 (colOf k) = -3) := by
    decide
  have key : Real.cos (rootAngle k) = ((n3 (rowOf k) - n3 (colOf k) : ℤ) : ℝ) / 2 ∧
      Real.sin (rootAngle k) =
        ((n8 (rowOf k) - n8 (colOf k) : ℤ) : ℝ) / (2 * Real.sqrt 3) := by
    unfold rootAngle
    -- reduce every angle to `0`, `π / 3` or `π`
    rcases table k with ⟨h, h3, h8⟩ | ⟨h, h3, h8⟩ | ⟨h, h3, h8⟩ | ⟨h, h3, h8⟩ | ⟨h, h3, h8⟩ |
      ⟨h, h3, h8⟩ <;> rw [h, h3, h8]
    · rw [show ((0 : ℕ) : ℝ) * Real.pi / 3 = 0 by norm_num, Real.cos_zero, Real.sin_zero]
      constructor <;> norm_num
    · rw [show ((1 : ℕ) : ℝ) * Real.pi / 3 = Real.pi / 3 by norm_num,
        Real.cos_pi_div_three, Real.sin_pi_div_three]
      constructor <;> push_cast <;> first | ring1 | linear_combination hq
    · rw [show ((2 : ℕ) : ℝ) * Real.pi / 3 = Real.pi - Real.pi / 3 by push_cast; ring,
        Real.cos_pi_sub, Real.sin_pi_sub, Real.cos_pi_div_three, Real.sin_pi_div_three]
      constructor <;> push_cast <;> first | ring1 | linear_combination hq
    · rw [show ((3 : ℕ) : ℝ) * Real.pi / 3 = Real.pi by push_cast; ring,
        Real.cos_pi, Real.sin_pi]
      constructor <;> norm_num
    · rw [show ((4 : ℕ) : ℝ) * Real.pi / 3 = Real.pi / 3 + Real.pi by push_cast; ring,
        Real.cos_add_pi, Real.sin_add_pi, Real.cos_pi_div_three, Real.sin_pi_div_three]
      constructor <;> push_cast <;> first | ring1 | linear_combination -hq
    · rw [show ((5 : ℕ) : ℝ) * Real.pi / 3 = -(Real.pi / 3) + 2 * Real.pi by push_cast; ring,
        Real.cos_add_two_pi, Real.sin_add_two_pi, Real.cos_neg, Real.sin_neg,
        Real.cos_pi_div_three, Real.sin_pi_div_three]
      constructor <;> push_cast <;> first | ring1 | linear_combination -hq
  exact ⟨by rw [key.1]; simp [w3], by rw [key.2]; simp [w8]⟩

/-- The six pairs `(cos (k π / 3), sin (k π / 3))` are distinct. -/
theorem roots_injective : Function.Injective fun k : Fin 6 =>
    ((Real.cos (rootAngle k) : ℂ), (Real.sin (rootAngle k) : ℂ)) := by
  intro k m h
  have h1 := congrArg Prod.fst h
  have h2 := congrArg Prod.snd h
  dsimp only at h1 h2
  rw [(hexagon k).1, (hexagon m).1] at h1
  rw [(hexagon k).2, (hexagon m).2] at h2
  have hne : ∀ m : Fin 6, rowOf m ≠ colOf m := by decide
  have inj : ∀ k m : Fin 6, rowOf k = rowOf m → colOf k = colOf m → k = m := by decide
  obtain ⟨e1, e2⟩ := position_unique (hne m) h1 h2
  exact inj k m e1 e2

/-- The joint eigenspace of an off-diagonal position is spanned by its ladder matrix. -/
theorem rootSpace_eq_span_ladder {r c : Fin 3} (hrc : r ≠ c) :
    rootSpace (w3 r c) (w8 r c) = Submodule.span ℂ {ladder r c} := by
  ext X
  rw [mem_rootSpace_iff, Submodule.mem_span_singleton]
  constructor
  · rintro ⟨-, h⟩
    refine ⟨X r c, ?_⟩
    ext i j
    change X r c * (if i = r ∧ j = c then (1 : ℂ) else 0) = X i j
    by_cases hij : i = r ∧ j = c
    · rw [if_pos hij, hij.1, hij.2, mul_one]
    · rw [if_neg hij, mul_zero]
      by_contra hX
      obtain ⟨h1, h2⟩ := h i j (Ne.symm hX)
      exact hij (position_unique hrc h1.symm h2.symm)
  · rintro ⟨t, rfl⟩
    refine ⟨Finset.sum_eq_zero fun i _ => ?_, fun i j hX => ?_⟩
    · change t * (if i = r ∧ i = c then (1 : ℂ) else 0) = 0
      rw [if_neg (fun h => hrc (h.1.symm.trans h.2)), mul_zero]
    · change t * (if i = r ∧ j = c then (1 : ℂ) else 0) ≠ 0 at hX
      by_cases hij : i = r ∧ j = c
      · rw [hij.1, hij.2]
        exact ⟨rfl, rfl⟩
      · rw [if_neg hij, mul_zero] at hX
        exact absurd rfl hX

/-- The joint kernel on traceless matrices is spanned by `l_3` and `l_8`. -/
theorem kernel_eq_span : rootSpace 0 0 = Submodule.span ℂ {l3, l8} := by
  have hs : (Real.sqrt 3 : ℂ) ≠ 0 := Complex.ofReal_ne_zero.2 (by positivity)
  have hd : ∀ d : Fin 3 → ℂ, d 0 + d 1 + d 2 = 0 → diagonal d ∈ rootSpace 0 0 := by
    intro d h
    have ht : (diagonal d).trace = 0 := by
      rw [trace_fin_three]
      simpa only [diagonal_apply_eq] using h
    refine (mem_rootSpace_iff _ _ _).2 ⟨ht, fun i j hX => ?_⟩
    by_cases hij : i = j
    · subst hij
      simp [w3, w8]
    · exact absurd (diagonal_apply_ne d hij) hX
  ext X
  rw [Submodule.mem_span_pair]
  constructor
  · intro hX
    obtain ⟨ht, h⟩ := (mem_rootSpace_iff _ _ _).1 hX
    rw [trace_fin_three] at ht
    have hdiag : ∀ i, (X 0 0 - X 1 1) / 2 * (n3 i : ℂ) + (X 0 0 + X 1 1) / 2 * (n8 i : ℂ)
        = X i i := by
      intro i
      fin_cases i
      · change (X 0 0 - X 1 1) / 2 * ((1 : ℤ) : ℂ) + (X 0 0 + X 1 1) / 2 * ((1 : ℤ) : ℂ) = X 0 0
        push_cast
        ring
      · change (X 0 0 - X 1 1) / 2 * ((-1 : ℤ) : ℂ) + (X 0 0 + X 1 1) / 2 * ((1 : ℤ) : ℂ) = X 1 1
        push_cast
        ring
      · change (X 0 0 - X 1 1) / 2 * ((0 : ℤ) : ℂ) + (X 0 0 + X 1 1) / 2 * ((-2 : ℤ) : ℂ) = X 2 2
        push_cast
        linear_combination -ht
    refine ⟨(X 0 0 - X 1 1) / 2, (X 0 0 + X 1 1) / 2 * (Real.sqrt 3 : ℂ), ?_⟩
    rw [l8, smul_smul, mul_assoc, mul_one_div_cancel hs, mul_one, l3]
    ext i j
    rw [Matrix.add_apply, Matrix.smul_apply, Matrix.smul_apply, smul_eq_mul, smul_eq_mul]
    by_cases hij : i = j
    · subst hij
      rw [diagonal_apply_eq, diagonal_apply_eq]
      exact hdiag i
    · rw [diagonal_apply_ne _ hij, diagonal_apply_ne _ hij, mul_zero, mul_zero, add_zero]
      by_contra hne
      -- a nonzero off-diagonal entry would have the eigenvalue pair of a diagonal one
      obtain ⟨h1, h2⟩ := h i j (Ne.symm hne)
      have e3 : w3 i i = w3 i j := by rw [← h1]; simp [w3]
      have e8 : w8 i i = w8 i j := by rw [← h2]; simp [w8]
      exact hij (position_unique hij e3 e8).2
  · rintro ⟨a, b, rfl⟩
    have s3 : (n3 0 : ℂ) + (n3 1 : ℂ) + (n3 2 : ℂ) = 0 := by
      exact_mod_cast (show n3 0 + n3 1 + n3 2 = 0 by decide)
    have s8 : (n8 0 : ℂ) + (n8 1 : ℂ) + (n8 2 : ℂ) = 0 := by
      exact_mod_cast (show n8 0 + n8 1 + n8 2 = 0 by decide)
    exact Submodule.add_mem _ (Submodule.smul_mem _ a (hd (fun i => (n3 i : ℂ)) s3))
      (Submodule.smul_mem _ b (Submodule.smul_mem _ _ (hd (fun i => (n8 i : ℂ)) s8)))

/-- On traceless complex 3 by 3 matrices the nonzero joint eigenvalue pairs of `[l_3, ·] / 2` and
`[l_8, ·] / 2` are exactly `(cos (k π / 3), sin (k π / 3))`, `k = 0, ..., 5`; each has a
one-dimensional joint eigenspace, and the joint kernel is two-dimensional. -/
theorem su3_root_decomposition :
    (∀ a b : ℂ, (rootSpace a b ≠ ⊥ ∧ (a, b) ≠ (0, 0)) ↔
      ∃ k : Fin 6, a = Real.cos (rootAngle k) ∧ b = Real.sin (rootAngle k)) ∧
    (∀ k : Fin 6, Module.finrank ℂ
      (rootSpace (Real.cos (rootAngle k)) (Real.sin (rootAngle k))) = 1) ∧
    Module.finrank ℂ (rootSpace 0 0) = 2 := by
  have hne : ∀ k : Fin 6, rowOf k ≠ colOf k := by decide
  have hone : ∀ k : Fin 6, Module.finrank ℂ
      (rootSpace (Real.cos (rootAngle k)) (Real.sin (rootAngle k))) = 1 := by
    intro k
    rw [(hexagon k).1, (hexagon k).2, rootSpace_eq_span_ladder (hne k)]
    refine finrank_span_singleton fun h => ?_
    have h' := congrFun (congrFun h (rowOf k)) (colOf k)
    simp [ladder] at h'
  refine ⟨fun a b => ⟨?_, ?_⟩, hone, ?_⟩
  · rintro ⟨hbot, hab⟩
    obtain ⟨X, hX, hX0⟩ := Submodule.exists_mem_ne_zero_of_ne_bot hbot
    have hent : ∃ i j, X i j ≠ 0 := by
      by_contra hcon
      push Not at hcon
      exact hX0 (Matrix.ext hcon)
    obtain ⟨i, j, hij⟩ := hent
    obtain ⟨ha, hb⟩ := ((mem_rootSpace_iff _ _ _).1 hX).2 i j hij
    have hoff : i ≠ j := by
      rintro rfl
      exact hab (by rw [ha, hb]; simp [w3, w8])
    have cover : ∀ i j : Fin 3, i ≠ j → ∃ k : Fin 6, rowOf k = i ∧ colOf k = j := by decide
    obtain ⟨k, rfl, rfl⟩ := cover i j hoff
    exact ⟨k, ha.trans (hexagon k).1.symm, hb.trans (hexagon k).2.symm⟩
  · rintro ⟨k, rfl, rfl⟩
    refine ⟨fun h => ?_, fun h => ?_⟩
    · have h1 := hone k
      rw [h, finrank_bot] at h1
      exact zero_ne_one h1
    · have hc := Complex.ofReal_eq_zero.1 (congrArg Prod.fst h)
      have hs := Complex.ofReal_eq_zero.1 (congrArg Prod.snd h)
      have h1 := Real.sin_sq_add_cos_sq (rootAngle k)
      rw [hc, hs] at h1
      norm_num at h1
  · -- `l_3` and `l_8` are linearly independent
    have hli : LinearIndependent ℂ ![l3, l8] := by
      rw [LinearIndependent.pair_iff]
      intro s t h
      have h2 := congrFun (congrFun h 2) 2
      have h0 := congrFun (congrFun h 0) 0
      simp [l3, l8, n3, n8] at h2
      simp [l3, l8, n3, n8, h2] at h0
      exact ⟨h0, h2⟩
    have hr : Set.range ![l3, l8] = {l3, l8} := by
      simp [Matrix.range_cons, Matrix.range_empty, Set.pair_comm]
    rw [kernel_eq_span, ← hr, finrank_span_eq_card hli, Fintype.card_fin]

end

end SU3CartanStructure
```

```lean
#print axioms SU3CartanStructure.halfAd_commute
#print axioms SU3CartanStructure.hexagon
#print axioms SU3CartanStructure.roots_injective
#print axioms SU3CartanStructure.su3_root_decomposition
```

```
'SU3CartanStructure.halfAd_commute' depends on axioms: [propext, Classical.choice, Quot.sound]
'SU3CartanStructure.hexagon' depends on axioms: [propext, Classical.choice, Quot.sound]
'SU3CartanStructure.roots_injective' depends on axioms: [propext, Classical.choice, Quot.sound]
'SU3CartanStructure.su3_root_decomposition' depends on axioms: [propext, Classical.choice, Quot.sound]
```

## Commutators that act entry by entry

Let $l_3=\mathrm{diag}(1,-1,0)$ and $l_8=\mathrm{diag}(1,1,-2)/\sqrt3$. For a diagonal matrix $H$ with entries $d_i$,
$$\tfrac12[H,X]_{ij}=\tfrac12(d_i-d_j)X_{ij}.$$
Each half commutator therefore multiplies $X_{ij}$ by a number, called $w_3(i,j)$ for $l_3$ and $w_8(i,j)$ for $l_8$. The two maps commute because numbers do, and their images are traceless because the factors vanish at $i=j$. These facts are `halfAd_apply` and `halfAd_commute`.

If $X$ is a joint eigenvector with eigenvalues $a$ and $b$, then $(w_3(i,j)-a)X_{ij}=0$ and $(w_8(i,j)-b)X_{ij}=0$. Every nonzero entry must thus sit at a position whose pair is $(a,b)$. Conversely, any traceless matrix with this property is in the joint eigenspace. This is `mem_rootSpace_iff`, whose proof cancels a nonzero entry in one direction and treats zero and nonzero entries separately in the other.

## Six positions, six vertices

Let $E_{rc}$ be the matrix with a one in row $r$, column $c$, and zeros elsewhere; it takes level $c$ to level $r$. The off-diagonal positions carry these pairs:

| $k$ | $(r,c)$ | $(w_3,w_8)$ |
|---|---|---|
| 0 | (0,1) | $(1,0)$ |
| 1 | (0,2) | $(\tfrac12,\tfrac{\sqrt3}{2})$ |
| 2 | (1,2) | $(-\tfrac12,\tfrac{\sqrt3}{2})$ |
| 3 | (1,0) | $(-1,0)$ |
| 4 | (2,0) | $(-\tfrac12,-\tfrac{\sqrt3}{2})$ |
| 5 | (2,1) | $(\tfrac12,-\tfrac{\sqrt3}{2})$ |

Row $k$ is $(\cos(k\pi/3),\sin(k\pi/3))$. In `hexagon`, `decide` supplies the integer differences, each angle is reduced to $0$, $\pi/3$ or $\pi$, and the identity $3/(2\sqrt3)=\sqrt3/2$ matches the second coordinates.

The six pairs are distinct and nonzero, while every diagonal position has the pair $(0,0)$. An off-diagonal position is therefore fixed by its pair. The lemma `position_unique` clears the denominators and leaves a finite check on integers; `roots_injective` uses it to show that the six vertices are distinct. Only one entry of a matrix in such an eigenspace can then be nonzero, so the space is the span of $E_{rc}$, as `rootSpace_eq_span_ladder` states.

For the pair $(0,0)$ all off-diagonal entries vanish. If the diagonal entries are $x_0,x_1,x_2$ with sum zero, then
$$X=\frac{x_0-x_1}{2}\,l_3+\frac{\sqrt3\,(x_0+x_1)}{2}\,l_8,$$
since the last entry of the right-hand side is $-(x_0+x_1)=x_2$. This gives `kernel_eq_span`. If $s\,l_3+t\,l_8=0$, the last diagonal entry gives $t=0$ and the first then gives $s=0$, so the dimension is two.

## The theorem in words

`rootSpace a b` is the complex subspace of traceless matrices $X$ with $\tfrac12[l_3,X]=aX$ and $\tfrac12[l_8,X]=bX$. The first part of `su3_root_decomposition` says that, for complex `a` and `b`, this space is nonzero and the pair is not $(0,0)$ exactly when the pair is one of the six vertices. That the eigenvalues are real is thus a conclusion. The other two parts give dimension one at each vertex and dimension two at the origin.

For the forward direction, the proof picks a nonzero entry of a nonzero eigenvector. A nonzero pair forces that entry off the diagonal, and the table covers every such position. For the converse, dimension one excludes the zero space, and $\cos^2+\sin^2=1$ excludes the origin.

Complex linear combinations of the Gell-Mann matrices are allowed, so the setting is the complexification of su(3). It contains the ladder matrices $E_{rc}$, which are not Hermitian. The theorem does not state a direct-sum decomposition, and it concerns three levels only.

## Electrons in three orbitals

For electrons restricted to three orbitals, with spin ignored, the one-body excitation $a_r^\dagger a_c$ with $r\neq c$ corresponds to $E_{rc}$, and its pair of shifts identifies which orbital is emptied and which is filled. With occupations $N_i$, the two quantum numbers are $(N_0-N_1)/2$ and $(N_0+N_1-2N_2)/(2\sqrt3)$.

With two levels, $\tfrac12[\mathrm{diag}(1,-1),X]$ on traceless matrices has the nonzero eigenvalues $\pm1$, each with a one-dimensional eigenspace, and a one-dimensional kernel. The eigenspaces for $+1$ and $-1$ are spanned by the raising and lowering operators of a spin one-half, and these two eigenvalues reappear in the hexagon at $k=0$ and $k=3$.

On all $3\times3$ matrices, without the trace condition, the six root spaces are unchanged, but the joint kernel gains the identity, which corresponds to the total particle number, and has dimension three.
